# Butler-Volmer couples on one electrode have exactly one potential of zero total current, between their lowest and highest equilibrium potentials

Several one-electron redox couples, numbered by k, run on one piece of metal in an electrolyte, each following the Butler-Volmer law. Let x be the electrode potential and e_k the equilibrium potential of couple k, both in units of RT/F. Let j_k be its exchange current and a_k its anodic transfer coefficient. With anodic current counted as positive, the total current is

I(x) = Σ_k j_k (exp(a_k (x − e_k)) − exp(−(1 − a_k)(x − e_k))).

With no external circuit the metal should settle where I(x) = 0. For two couples I can draw the curves and see one crossing. With five couples, all with different a_k, could there be several zeros, or one outside the range of the e_k?

## A single zero, bracketed by the extreme equilibrium potentials

Take finitely many couples, at least one, with j_k > 0 and 0 ≤ a_k ≤ 1. Then there is exactly one zero, and it lies between min e_k and max e_k, strictly between them if two of the e_k differ. Here j_k is the equal forward and backward current of couple k at its own equilibrium, and a_k is the share of a potential change that goes into speeding up the anodic direction.

**Sign of one couple.** Write u_k = x − e_k for the overpotential. The two exponents differ by

a_k u_k − (−(1 − a_k) u_k) = u_k,

so the current of couple k is positive exactly when x > e_k and negative exactly when x < e_k.

**Uniqueness.** Let the overpotential grow from u to v > u. Then exp(a_k u) ≤ exp(a_k v) and exp(−(1 − a_k) v) ≤ exp(−(1 − a_k) u). Since a_k and 1 − a_k are not both zero, at least one inequality is strict. Each current therefore increases strictly with x, and so does I, which can vanish only once.

**Existence.** At x = min e_k no couple is anodic, so I ≤ 0. At x = max e_k none is cathodic, so I ≥ 0. As I is continuous, it vanishes somewhere in between.

**Strict bounds.** Suppose I(x) = 0 and no e_k lies below x. All currents are then ≤ 0 and sum to zero, so each is zero and every e_k equals x. The same holds with the signs reversed. If two of the e_k differ, some e_k must therefore lie below x and another above it: one couple runs in the anodic direction while another runs in the cathodic direction, although the net current is zero.

**Shifting the couples.** Keep all j_k and a_k fixed, replace e_k by e'_k ≥ e_k, with at least one strict increase, and let x and x' be the old and new zeros. If x' ≤ x, then x' − e'_k ≤ x − e_k for all k, strictly for one. The new total current at x' would be smaller than the old one at x, which reads 0 < 0. Hence x < x'.

**Equal transfer coefficients.** If all a_k equal a, the potential factors out:

I(x) = exp(−(1 − a) x) (exp(x) D − N),

N = Σ_k j_k exp((1 − a) e_k), D = Σ_k j_k exp(−a e_k).

Both sums are positive, so the zero is x = log(N/D).

Here are the definitions and proofs in Lean.

```lean
import Mathlib

open Finset

namespace CorrosionPotential

noncomputable section

variable {ι : Type*} [Fintype ι]

/-- Butler-Volmer current at potential `x` of a couple with exchange current `j`, transfer
coefficient `a` and equilibrium potential `e`; potentials are in thermal units. -/
def coupleCurrent (j a e x : ℝ) : ℝ :=
  j * (Real.exp (a * (x - e)) - Real.exp (-(1 - a) * (x - e)))

/-- Total current at potential `x` of finitely many couples on one electrode. -/
def totalCurrent (j a e : ι → ℝ) (x : ℝ) : ℝ :=
  ∑ k, coupleCurrent (j k) (a k) (e k) x

/-- The lowest equilibrium potential among the couples. -/
def lowest [Nonempty ι] (e : ι → ℝ) : ℝ := univ.inf' univ_nonempty e

/-- The highest equilibrium potential among the couples. -/
def highest [Nonempty ι] (e : ι → ℝ) : ℝ := univ.sup' univ_nonempty e

/-- A couple with positive exchange current carries a positive (anodic) current exactly above
its equilibrium potential. -/
theorem coupleCurrent_pos_iff {j a e x : ℝ} (hj : 0 < j) :
    0 < coupleCurrent j a e x ↔ e < x := by
  unfold coupleCurrent
  rw [mul_pos_iff_of_pos_left hj, sub_pos, Real.exp_lt_exp]
  constructor <;> intro h <;> nlinarith

/-- A couple with positive exchange current carries a negative (cathodic) current exactly below
its equilibrium potential. -/
theorem coupleCurrent_neg_iff {j a e x : ℝ} (hj : 0 < j) :
    coupleCurrent j a e x < 0 ↔ x < e := by
  unfold coupleCurrent
  rw [← neg_pos, ← mul_neg, neg_sub, mul_pos_iff_of_pos_left hj, sub_pos, Real.exp_lt_exp]
  constructor <;> intro h <;> nlinarith

/-- For positive exchange current and transfer coefficient between 0 and 1, a larger
overpotential gives a larger current, also when the equilibrium potential is changed. -/
theorem coupleCurrent_lt {j a e e' x y : ℝ} (hj : 0 < j) (ha0 : 0 ≤ a) (ha1 : a ≤ 1)
    (h : x - e < y - e') : coupleCurrent j a e x < coupleCurrent j a e' y := by
  unfold coupleCurrent
  apply mul_lt_mul_of_pos_left _ hj
  have h1 : Real.exp (a * (x - e)) ≤ Real.exp (a * (y - e')) :=
    Real.exp_le_exp.2 (mul_le_mul_of_nonneg_left h.le ha0)
  have h2 : Real.exp (-(1 - a) * (y - e')) ≤ Real.exp (-(1 - a) * (x - e)) :=
    Real.exp_le_exp.2 (by
      linarith [mul_le_mul_of_nonneg_left h.le (sub_nonneg.2 ha1)])
  -- at least one of the two branches responds strictly
  rcases lt_or_ge 0 a with h0 | h0
  · have h3 := Real.exp_lt_exp.2 (mul_lt_mul_of_pos_left h h0)
    linarith
  · have h3 : Real.exp (-(1 - a) * (y - e')) < Real.exp (-(1 - a) * (x - e)) :=
      Real.exp_lt_exp.2 (by
        linarith [mul_lt_mul_of_pos_left h (show 0 < 1 - a by linarith)])
    linarith

/-- The total current of at least one couple, with positive exchange currents and transfer
coefficients between 0 and 1, increases strictly with the potential. -/
theorem totalCurrent_strictMono [Nonempty ι] {j a e : ι → ℝ} (hj : ∀ k, 0 < j k)
    (ha : ∀ k, 0 ≤ a k ∧ a k ≤ 1) : StrictMono (totalCurrent j a e) := by
  intro x y hxy
  exact sum_lt_sum_of_nonempty univ_nonempty fun k _ =>
    coupleCurrent_lt (hj k) (ha k).1 (ha k).2 (by linarith)

/-- If the total current of couples with positive exchange currents vanishes at `x`, then either
all equilibrium potentials equal `x`, or one lies below `x` and another above. -/
theorem equilibrium_or_mixed {j a e : ι → ℝ} (hj : ∀ k, 0 < j k) {x : ℝ}
    (hx : totalCurrent j a e x = 0) :
    (∀ k, e k = x) ∨ ((∃ k, e k < x) ∧ ∃ l, x < e l) := by
  by_cases h1 : ∃ k, e k < x
  · by_cases h2 : ∃ l, x < e l
    · exact Or.inr ⟨h1, h2⟩
    · -- no cathodic couple: nonnegative currents with sum zero all vanish
      have hs : ∀ k ∈ univ, 0 ≤ coupleCurrent (j k) (a k) (e k) x := fun k _ =>
        not_lt.1 fun h => h2 ⟨k, (coupleCurrent_neg_iff (hj k)).1 h⟩
      have hz := (sum_eq_zero_iff_of_nonneg hs).1 hx
      exact Or.inl fun k => le_antisymm (not_lt.1 fun h => h2 ⟨k, h⟩)
        (not_lt.1 fun h => ((coupleCurrent_pos_iff (hj k)).2 h).ne' (hz k (mem_univ k)))
  · -- no anodic couple: the same argument with the signs reversed
    have hs : ∀ k ∈ univ, coupleCurrent (j k) (a k) (e k) x ≤ 0 := fun k _ =>
      not_lt.1 fun h => h1 ⟨k, (coupleCurrent_pos_iff (hj k)).1 h⟩
    have hz := (sum_eq_zero_iff_of_nonpos hs).1 hx
    exact Or.inl fun k => le_antisymm
      (not_lt.1 fun h => ((coupleCurrent_neg_iff (hj k)).2 h).ne (hz k (mem_univ k)))
      (not_lt.1 fun h => h1 ⟨k, h⟩)

/-- At least one couple, with positive exchange currents and transfer coefficients between 0
and 1, has exactly one potential of zero total current. It lies between the lowest and the
highest equilibrium potential, strictly if two equilibrium potentials differ. -/
theorem corrosion_potential [Nonempty ι] {j a e : ι → ℝ} (hj : ∀ k, 0 < j k)
    (ha : ∀ k, 0 ≤ a k ∧ a k ≤ 1) :
    ∃ x, (∀ y, totalCurrent j a e y = 0 ↔ y = x) ∧ lowest e ≤ x ∧ x ≤ highest e ∧
      ((∃ p q, e p ≠ e q) → lowest e < x ∧ x < highest e) := by
  have hlo : ∀ k, lowest e ≤ e k := fun k => inf'_le e (mem_univ k)
  have hhi : ∀ k, e k ≤ highest e := fun k => le_sup' e (mem_univ k)
  have hc : Continuous fun x => totalCurrent j a e x := by
    simp only [totalCurrent, coupleCurrent]
    fun_prop
  -- the total current is ≤ 0 at the lowest and ≥ 0 at the highest equilibrium potential
  have hneg : totalCurrent j a e (lowest e) ≤ 0 := sum_nonpos fun k _ =>
    not_lt.1 fun h => not_lt.2 (hlo k) ((coupleCurrent_pos_iff (hj k)).1 h)
  have hpos : 0 ≤ totalCurrent j a e (highest e) := sum_nonneg fun k _ =>
    not_lt.1 fun h => not_lt.2 (hhi k) ((coupleCurrent_neg_iff (hj k)).1 h)
  have hle : lowest e ≤ highest e :=
    (hlo (Classical.arbitrary ι)).trans (hhi (Classical.arbitrary ι))
  obtain ⟨x, ⟨hx1, hx2⟩, hx⟩ := intermediate_value_Icc hle hc.continuousOn ⟨hneg, hpos⟩
  have hx0 : totalCurrent j a e x = 0 := hx
  refine ⟨x, fun y => ⟨fun hy => ?_, fun hy => hy ▸ hx0⟩, hx1, hx2, ?_⟩
  · exact (totalCurrent_strictMono hj ha).injective (hy.trans hx0.symm)
  · rintro ⟨p, q, hpq⟩
    rcases equilibrium_or_mixed hj hx0 with h | ⟨⟨k, hk⟩, l, hl⟩
    · exact absurd ((h p).trans (h q).symm) hpq
    · exact ⟨(hlo k).trans_lt hk, hl.trans_le (hhi l)⟩

/-- For positive exchange currents and transfer coefficients between 0 and 1, raising at least
one equilibrium potential and lowering none strictly raises the potential of zero current. -/
theorem corrosion_potential_lt {j a e e' : ι → ℝ} (hj : ∀ k, 0 < j k)
    (ha : ∀ k, 0 ≤ a k ∧ a k ≤ 1) (hle : ∀ k, e k ≤ e' k) (hlt : ∃ p, e p < e' p)
    {x x' : ℝ} (hx : totalCurrent j a e x = 0) (hx' : totalCurrent j a e' x' = 0) :
    x < x' := by
  by_contra hcon
  have hxx : x' ≤ x := not_lt.1 hcon
  obtain ⟨p, hp⟩ := hlt
  -- otherwise no overpotential has grown and one has dropped
  have hsum : totalCurrent j a e' x' < totalCurrent j a e x := by
    refine sum_lt_sum (fun k _ => ?_) ⟨p, mem_univ p,
      coupleCurrent_lt (hj p) (ha p).1 (ha p).2 (by linarith)⟩
    have hk : x' - e' k ≤ x - e k := by linarith [hle k]
    rcases hk.eq_or_lt with h | h
    · simp only [coupleCurrent, h, le_refl]
    · exact (coupleCurrent_lt (hj k) (ha k).1 (ha k).2 h).le
  rw [hx, hx'] at hsum
  exact lt_irrefl _ hsum

/-- For at least one couple, positive exchange currents and a common transfer coefficient `a`, the
potential of zero total current is the logarithm of a ratio of two weighted sums of the exchange
currents. -/
theorem corrosion_potential_common [Nonempty ι] {j e : ι → ℝ} (a : ℝ) (hj : ∀ k, 0 < j k)
    (x : ℝ) :
    totalCurrent j (fun _ => a) e x = 0 ↔
      x = Real.log ((∑ k, j k * Real.exp ((1 - a) * e k)) /
        ∑ k, j k * Real.exp (-a * e k)) := by
  have hN : 0 < ∑ k, j k * Real.exp ((1 - a) * e k) :=
    sum_pos (fun k _ => mul_pos (hj k) (Real.exp_pos _)) univ_nonempty
  have hD : 0 < ∑ k, j k * Real.exp (-a * e k) :=
    sum_pos (fun k _ => mul_pos (hj k) (Real.exp_pos _)) univ_nonempty
  -- the potential factors out of both branches
  have key : totalCurrent j (fun _ => a) e x = Real.exp (-(1 - a) * x) *
      (Real.exp x * (∑ k, j k * Real.exp (-a * e k)) -
        ∑ k, j k * Real.exp ((1 - a) * e k)) := by
    unfold totalCurrent coupleCurrent
    rw [mul_sum, ← sum_sub_distrib, mul_sum]
    refine sum_congr rfl fun k _ => ?_
    have h1 : Real.exp (a * (x - e k)) =
        Real.exp (-(1 - a) * x) * Real.exp x * Real.exp (-a * e k) := by
      rw [← Real.exp_add, ← Real.exp_add]
      congr 1
      ring
    have h2 : Real.exp (-(1 - a) * (x - e k)) =
        Real.exp (-(1 - a) * x) * Real.exp ((1 - a) * e k) := by
      rw [← Real.exp_add]
      congr 1
      ring
    rw [h1, h2]
    ring
  rw [key, mul_eq_zero, or_iff_right (Real.exp_pos _).ne', sub_eq_zero, ← eq_div_iff hD.ne']
  constructor
  · intro h
    rw [← h, Real.log_exp]
  · intro h
    rw [h, Real.exp_log (div_pos hN hD)]

end

end CorrosionPotential
```

```lean
#print axioms CorrosionPotential.corrosion_potential
-- 'CorrosionPotential.corrosion_potential' depends on axioms: [propext, Classical.choice, Quot.sound]
#print axioms CorrosionPotential.corrosion_potential_lt
-- 'CorrosionPotential.corrosion_potential_lt' depends on axioms: [propext, Classical.choice, Quot.sound]
#print axioms CorrosionPotential.corrosion_potential_common
-- 'CorrosionPotential.corrosion_potential_common' depends on axioms: [propext, Classical.choice, Quot.sound]
```

### What the statements say

The couples are indexed by a finite type `ι`, and `[Nonempty ι]` says that there is at least one. The functions `j`, `a` and `e` give each couple its parameters as real numbers. `coupleCurrent` is one term of I, `totalCurrent` is I itself, and `lowest` and `highest` are min e_k and max e_k. Three letters may differ from your textbook: `a` belongs to the anodic branch, `j` is a current and not a current density (couples may occupy different areas), and `e` is a potential, not a charge.

The theorem names say corrosion potential, the usual term for the potential of zero total current when the metal itself is corroding; the theorems do not assume that it is. In `corrosion_potential`, the clause `∀ y, totalCurrent j a e y = 0 ↔ y = x` says that x is a zero and that no other potential is. The remaining clauses are the bounds and their strict form. With a single couple, or with all e_k equal, the bounds pin x to the common equilibrium potential.

`corrosion_potential_lt` is the shift result, with the same `j` and `a` before and after the shift. A change of concentration usually alters the exchange current as well as the equilibrium potential, and the theorem does not cover that case. `corrosion_potential_common` is the logarithmic formula, which needs no restriction on the common `a`.

The step from this model to a real electrode is the assumption that the couples act independently at one shared potential, each following this one-electron rate law. Diffusion limits, passive films and ohmic drops can all violate it.

### How the lemmas fit together

`coupleCurrent_pos_iff` and `coupleCurrent_neg_iff` give the sign rule: the exponentials are compared through their exponents, and `nlinarith` settles the rest. `coupleCurrent_lt` is the growth step, with a case split on whether `a` is positive to find the strict branch. It compares overpotentials and allows two different equilibrium potentials, so it serves both `totalCurrent_strictMono` and the shift result.

`equilibrium_or_mixed` is the argument about currents of one sign that sum to zero. The main theorem gets the signs `hneg` and `hpos` at the two ends, applies `intermediate_value_Icc`, takes uniqueness from the injectivity of a strictly increasing function, and reads the strict bounds off `equilibrium_or_mixed`. In the last theorem, `key` is the factorisation above.

### Use in simulation, and couples with several electrons

For a corrosion model with finitely many couples of this kind, a simulation can start bisection from min e_k and max e_k and will find the only root.

The same argument by hand handles couples whose rate law has both exponents multiplied by a number n_k > 0. In the simplest model of a couple with several electrons, n_k is the number of electrons transferred; for a reaction in several steps it can be a different number. Each current still increases strictly and changes sign at e_k, so there is again one zero within the same bounds. The logarithmic formula carries over by the same factorisation if all couples share one a and one n: multiply the exponents in N and D by n, and the zero is x = log(N/D)/n.
